# To second order at equal coupling, neglected bands shift a level difference by at most the upper level's shift times spacing over cutoff distance

Two levels lie below an energy cutoff and couple with identical nonnegative weights, of finite sum, to neglected bands at or above it. Each level is shifted separately, to second order in its coupling. Leaving these bands out then makes the upper level minus the lower one too large, or leaves it unchanged. The error is at most the error of the upper level, multiplied by the level spacing and divided by the distance from the lower level to the cutoff. For GW calculations that sum over empty states, this bounds the band-truncation error of a gap in a model with fixed level energies, fixed screening and equal couplings.

Let band \(n\) have coupling weight \(m_n\) and energy \(e_n\). The tail at level energy \(w\) is

\[
T(w)=\sum_n \frac{m_n}{e_n-w}.
\]

In GW, \(m_n\) stands for a squared matrix element and \(e_n\) for an empty-state energy plus an excitation energy of the screened interaction. The neglected part of the correlation self-energy is \(-T(w)\), so to first order in the self-energy, which is second order in the matrix elements, leaving it out at fixed \(w\) puts the level too high by \(T(w)\).

```lean
import Mathlib

open Filter Asymptotics

namespace GWBandConvergence

noncomputable section

variable {ι : Type*}
```

In Lean, `bandTail m e w` is \(T(w)\). The index type `ι` is arbitrary, so one index may label a pair of band and excitation.

```lean
/-- The neglected-band tail `T(w) = ∑ m n / (e n - w)` at the level energy `w`, for bands with
coupling weights `m n` and energies `e n`; it is meant for `w` below all the `e n` and a convergent
sum. -/
def bandTail (m e : ι → ℝ) (w : ℝ) : ℝ := ∑' n, m n / (e n - w)
```

Unless a part says otherwise, \(m_n\ge0\) (`hm`), \(\sum_n m_n\) is finite (`hs`), \(e_n\ge L\) (`he`), and \(w_1,w_2<L\). The finite sum stands for a finite total coupling strength. For a single excitation potential \(V\) acting on a state \(\psi\), completeness bounds it by \(\|V\psi\|^2\); for a sum over many excitations it is an assumption.

## (a) Convergence below the cutoff

Show that the series for \(T(w)\) converges for every \(w<L\), by proving

\[
0\le\frac{m_n}{e_n-w}\le\frac{m_n}{L-w}.
\]

Since \(e_n-w\ge L-w>0\), replacing the denominator by \(L-w\) can only increase a nonnegative term. The right-hand sides sum to \(\sum_n m_n/(L-w)\), which is finite, and comparison gives convergence. `Summable.of_nonneg_of_le` is this comparison.

```lean
/-- For nonnegative weights with finite sum and band energies at or above a cutoff `L`, the tail
converges at every level energy below `L`. -/
theorem hasSum_bandTail {m e : ι → ℝ} {L w : ℝ} (hm : ∀ n, 0 ≤ m n) (hs : Summable m)
    (he : ∀ n, L ≤ e n) (hw : w < L) :
    HasSum (fun n => m n / (e n - w)) (bandTail m e w) := by
  have h : Summable (fun n => m n / (e n - w)) := by
    -- compare with all the weight placed at the cutoff
    refine Summable.of_nonneg_of_le (fun n => ?_) (fun n => ?_) (hs.div_const (L - w))
    · exact div_nonneg (hm n) (by linarith [he n])
    · exact div_le_div_of_nonneg_left (hm n) (by linarith) (by linarith [he n])
  exact h.hasSum
```

## (b) The difference as a sum over bands

Show that

\[
T(w_1)-T(w_2)=\sum_n m_n\,\frac{w_1-w_2}{(e_n-w_1)(e_n-w_2)}.
\]

Both series converge by (a), so they may be subtracted term by term. For each band,

\[
\frac1{e_n-w_1}-\frac1{e_n-w_2}
=\frac{(e_n-w_2)-(e_n-w_1)}{(e_n-w_1)(e_n-w_2)}
=\frac{w_1-w_2}{(e_n-w_1)(e_n-w_2)}.
\]

The device that carries the argument is `HasSum f a`, which says that the finite partial sums of `f` tend to `a`. Such statements can be subtracted and multiplied by constants, so an identity between single terms becomes an identity between infinite sums. The bare symbol `∑'` would not do this alone, because Lean gives it the value 0 when the series diverges. Here `.sub` subtracts the two series, while `field_simp` and `ring` verify the partial fractions.

```lean
/-- For nonnegative summable weights and two levels below the cutoff, the difference of the tails is
a sum over bands with two energy denominators and the factor `w1 - w2` in each term. -/
theorem hasSum_difference {m e : ι → ℝ} {L w1 w2 : ℝ} (hm : ∀ n, 0 ≤ m n) (hs : Summable m)
    (he : ∀ n, L ≤ e n) (h1 : w1 < L) (h2 : w2 < L) :
    HasSum (fun n => m n * ((w1 - w2) / ((e n - w1) * (e n - w2))))
      (bandTail m e w1 - bandTail m e w2) := by
  have h := (hasSum_bandTail hm hs he h1).sub (hasSum_bandTail hm hs he h2)
  -- partial fractions, band by band
  have hf : (fun n => m n * ((w1 - w2) / ((e n - w1) * (e n - w2)))) =
      fun n => m n / (e n - w1) - m n / (e n - w2) := by
    funext n
    have a1 : e n - w1 ≠ 0 := sub_ne_zero.2 (h1.trans_le (he n)).ne'
    have a2 : e n - w2 ≠ 0 := sub_ne_zero.2 (h2.trans_le (he n)).ne'
    field_simp
    ring
  rw [hf]
  exact h
```

## (c) The room left under the bound

Show that

\[
\frac{T(w_1)(w_1-w_2)}{L-w_2}-\bigl(T(w_1)-T(w_2)\bigr)
=\sum_n m_n\frac{(w_1-w_2)(e_n-L)}{(e_n-w_1)(e_n-w_2)(L-w_2)}.
\]

By (a) and (b), the contribution of band \(n\) to the left side is

\[
\frac{m_n(w_1-w_2)}{e_n-w_1}
\left[\frac1{L-w_2}-\frac1{e_n-w_2}\right],
\]

and the bracket equals \((e_n-L)/[(L-w_2)(e_n-w_2)]\). In Lean, `mul_right` multiplies the first series by the constant factor, and `.sub` again does the subtraction.

```lean
/-- For nonnegative summable weights and two levels below the cutoff `L`, the amount by which
`T(w1) (w1 - w2) / (L - w2)` exceeds `T(w1) - T(w2)` is a sum over bands, each term being a product
with the factor `e n - L`, the height of the band above the cutoff. -/
theorem hasSum_deficit {m e : ι → ℝ} {L w1 w2 : ℝ} (hm : ∀ n, 0 ≤ m n) (hs : Summable m)
    (he : ∀ n, L ≤ e n) (h1 : w1 < L) (h2 : w2 < L) :
    HasSum (fun n => m n * ((w1 - w2) * (e n - L) / ((e n - w1) * (e n - w2) * (L - w2))))
      (bandTail m e w1 * (w1 - w2) / (L - w2) - (bandTail m e w1 - bandTail m e w2)) := by
  have t1 := hasSum_bandTail hm hs he h1
  have t2 := hasSum_bandTail hm hs he h2
  have h := (t1.mul_right ((w1 - w2) / (L - w2))).sub (t1.sub t2)
  have hf : (fun n => m n * ((w1 - w2) * (e n - L) /
      ((e n - w1) * (e n - w2) * (L - w2)))) =
      fun n => m n / (e n - w1) * ((w1 - w2) / (L - w2)) -
        (m n / (e n - w1) - m n / (e n - w2)) := by
    funext n
    have a1 : e n - w1 ≠ 0 := sub_ne_zero.2 (h1.trans_le (he n)).ne'
    have a2 : e n - w2 ≠ 0 := sub_ne_zero.2 (h2.trans_le (he n)).ne'
    have a3 : L - w2 ≠ 0 := sub_ne_zero.2 h2.ne'
    field_simp
    ring
  rw [hf, mul_div_assoc]
  exact h
```

## (d) The sign of one term

For a single band of weight \(a\ge0\) and energy \(x\ge L\), with \(w_2\le w_1<L\), show that

\[
0\le a\,\frac{(w_1-w_2)(x-L)}{(x-w_1)(x-w_2)(L-w_2)}.
\]

The two factors in the numerator are nonnegative by hypothesis. Those in the denominator are positive, because \(x\ge L>w_1\ge w_2\). The `refine` line splits the claim into these factors, and `linarith` settles each sign.

```lean
/-- Each term of the sum in `hasSum_deficit` is nonnegative when `w2 ≤ w1 < L`, the weight is
nonnegative and the band energy `x` is at or above the cutoff `L`. -/
theorem deficit_term_nonneg {a x L w1 w2 : ℝ} (ha : 0 ≤ a) (hx : L ≤ x) (h1 : w1 < L)
    (h21 : w2 ≤ w1) :
    0 ≤ a * ((w1 - w2) * (x - L) / ((x - w1) * (x - w2) * (L - w2))) := by
  refine mul_nonneg ha (div_nonneg (mul_nonneg ?_ ?_) (mul_nonneg (mul_nonneg ?_ ?_) ?_)) <;>
    linarith
```

## (e) The two-sided bound

For \(w_2\le w_1<L\), show that

\[
0\le T(w_1)-T(w_2)\le \frac{T(w_1)(w_1-w_2)}{L-w_2}.
\]

Every term of the sum in (b) is nonnegative, which gives the left inequality. By (d), every term of the sum in (c) is nonnegative, so the right side minus the middle is nonnegative. In the code, `tsum_eq` passes between each difference and its series and `tsum_nonneg` gives the sign.

```lean
/-- Two levels `w2 ≤ w1` below the cutoff `L` couple with the same nonnegative summable weights to
neglected bands at or above `L`. The difference of their tails is nonnegative and at most the
tail of the upper level times the level spacing over `L - w2`. -/
theorem level_difference_bound {m e : ι → ℝ} {L w1 w2 : ℝ} (hm : ∀ n, 0 ≤ m n)
    (hs : Summable m) (he : ∀ n, L ≤ e n) (h1 : w1 < L) (h21 : w2 ≤ w1) :
    0 ≤ bandTail m e w1 - bandTail m e w2 ∧
      bandTail m e w1 - bandTail m e w2 ≤ bandTail m e w1 * (w1 - w2) / (L - w2) := by
  have h2 : w2 < L := lt_of_le_of_lt h21 h1
  constructor
  · rw [← (hasSum_difference hm hs he h1 h2).tsum_eq]
    refine tsum_nonneg fun n => mul_nonneg (hm n) (div_nonneg ?_ (mul_nonneg ?_ ?_)) <;>
      linarith [he n]
  · have h : 0 ≤ ∑' n, m n * ((w1 - w2) * (e n - L) /
        ((e n - w1) * (e n - w2) * (L - w2))) :=
      tsum_nonneg fun n => deficit_term_nonneg (hm n) (he n) h1 h21
    rw [(hasSum_deficit hm hs he h1 h2).tsum_eq] at h
    linarith
```

## (f) When the bound is attained

For \(w_2<w_1<L\), show that

\[
T(w_1)-T(w_2)=\frac{T(w_1)(w_1-w_2)}{L-w_2}
\iff
\bigl(m_n\ne0\Rightarrow e_n=L\ \text{for all }n\bigr).
\]

If equality holds, the series in (c) sums to zero. Its terms are nonnegative, so each one vanishes. Where \(m_n\ne0\), the factor \(w_1-w_2\) and the denominator are positive, which leaves \(e_n-L=0\). Conversely, if every band with nonzero weight sits at \(L\), all terms in (c) vanish and so does their sum.

The lemma `hasSum_zero_iff_of_nonneg` passes from the zero sum to zero terms, and `hD.unique hasSum_zero` handles the converse. The levels must be distinct here, since for \(w_1=w_2\) both sides are zero wherever the bands lie.

```lean
/-- For distinct levels `w2 < w1 < L` and nonnegative summable weights on bands at or above `L`,
the upper bound is attained exactly when every band with nonzero weight lies at the cutoff. -/
theorem level_difference_eq_iff {m e : ι → ℝ} {L w1 w2 : ℝ} (hm : ∀ n, 0 ≤ m n)
    (hs : Summable m) (he : ∀ n, L ≤ e n) (h1 : w1 < L) (h21 : w2 < w1) :
    bandTail m e w1 - bandTail m e w2 = bandTail m e w1 * (w1 - w2) / (L - w2) ↔
      ∀ n, m n ≠ 0 → e n = L := by
  have hD := hasSum_deficit hm hs he h1 (h21.trans h1)
  constructor
  · intro h n hn
    rw [h, sub_self] at hD
    -- a vanishing sum of nonnegative terms vanishes band by band
    have hz := congrFun ((hasSum_zero_iff_of_nonneg
      fun k => deficit_term_nonneg (hm k) (he k) h1 h21.le).1 hD) n
    have hq := (mul_eq_zero.1 hz).resolve_left hn
    have hp : 0 < (e n - w1) * (e n - w2) * (L - w2) := by
      refine mul_pos (mul_pos ?_ ?_) ?_ <;> linarith [he n]
    have hr := (div_eq_zero_iff.1 hq).resolve_right hp.ne'
    have hg : w1 - w2 ≠ 0 := sub_ne_zero.2 h21.ne'
    exact sub_eq_zero.1 ((mul_eq_zero.1 hr).resolve_left hg)
  · intro h
    have hf : ∀ n, m n * ((w1 - w2) * (e n - L) /
        ((e n - w1) * (e n - w2) * (L - w2))) = 0 := by
      intro n
      by_cases h0 : m n = 0
      · rw [h0, zero_mul]
      · rw [h n h0, sub_self, mul_zero, zero_div, mul_zero]
    simp only [hf] at hD
    linarith [hD.unique hasSum_zero]
```

## (g) Adding bands one after another

Now let \(n=0,1,2,\dots\) and \(e_n\to\infty\), with \(w_2\le w_1\) and no cutoff given in advance. Neglect the bands from \(N\) onwards and write \(T_N(w)=\sum_{n\ge N}m_n/(e_n-w)\). Show that

\[
T_N(w_1)-T_N(w_2)=o\bigl(T_N(w_1)\bigr)\qquad(N\to\infty).
\]

Given a tolerance \(c>0\), choose \(L>w_1\) with \(L-w_2\ge(w_1-w_2)/c\). From some \(N_0\) onwards all bands lie at or above \(L\), so for \(N\ge N_0\) part (e) gives

\[
0\le T_N(w_1)-T_N(w_2)\le T_N(w_1)\frac{w_1-w_2}{L-w_2}\le c\,T_N(w_1).
\]

This is the sense in which, at equal weights, differences converge faster than levels. Little-o notation avoids a quotient, since \(T_N(w_1)\) may be zero. In Lean, the `max` expression supplies \(L\), the shifted functions `m (n + N)` and `e (n + N)` describe the neglected bands, and `level_difference_bound` is part (e).

```lean
/-- Let the band energies tend to infinity, and let the weights be nonnegative, summable and the
same for both levels. When the bands from `N` onwards are neglected, the error of the difference of
two levels `w2 ≤ w1` becomes negligible, as `N` grows, relative to the error of the upper level. -/
theorem difference_converges_faster {m e : ℕ → ℝ} {w1 w2 : ℝ} (hm : ∀ n, 0 ≤ m n)
    (hs : Summable m) (he : Tendsto e atTop atTop) (h21 : w2 ≤ w1) :
    (fun N : ℕ => bandTail (fun n => m (n + N)) (fun n => e (n + N)) w1 -
        bandTail (fun n => m (n + N)) (fun n => e (n + N)) w2)
      =o[atTop] (fun N : ℕ => bandTail (fun n => m (n + N)) (fun n => e (n + N)) w1) := by
  rw [isLittleO_iff]
  intro c hc
  -- a cutoff so high that the spacing over `L - w2` is at most c
  obtain ⟨L, hL1, hL2⟩ : ∃ L : ℝ, w1 < L ∧ (w1 - w2) / c ≤ L - w2 :=
    ⟨max (w1 + 1) (w2 + (w1 - w2) / c),
      by linarith [le_max_left (w1 + 1) (w2 + (w1 - w2) / c)],
      by linarith [le_max_right (w1 + 1) (w2 + (w1 - w2) / c)]⟩
  obtain ⟨N₀, hN₀⟩ := eventually_atTop.1 (tendsto_atTop.1 he L)
  filter_upwards [eventually_ge_atTop N₀] with N hN
  have heN : ∀ n, L ≤ e (n + N) := fun n => hN₀ (n + N) (by omega)
  obtain ⟨hlo, hup⟩ := level_difference_bound (fun n => hm (n + N))
    ((summable_nat_add_iff N).2 hs) heN hL1 h21
  have hT : 0 ≤ bandTail (fun n => m (n + N)) (fun n => e (n + N)) w1 :=
    tsum_nonneg fun n => div_nonneg (hm (n + N)) (by linarith [heN n])
  rw [Real.norm_of_nonneg hlo, Real.norm_of_nonneg hT]
  refine hup.trans ?_
  rw [div_le_iff₀ (by linarith)]
  have hgap := (div_le_iff₀ hc).1 hL2
  nlinarith [mul_le_mul_of_nonneg_left hgap hT]
```

## (h) Unequal couplings

Return to a fixed cutoff and \(w_2\le w_1<L\), but let the lower level couple with weights \(c\,m_n\), where \(c\ge0\) is now a coupling ratio. Its tail is \(cT(w_2)\). Show that

\[
(1-c)\,T(w_1)\le T(w_1)-c\,T(w_2).
\]

The right side minus the left is \(c\,[T(w_1)-T(w_2)]\), which is nonnegative by (e). For \(c<1\), the difference therefore keeps at least the fraction \(1-c\) of the upper level's tail, however high the cutoff. In the code, `hscale` takes \(c\) out of the sum.

```lean
/-- Let `w2 ≤ w1 < L`, with nonnegative summable weights on bands at or above `L`. If the lower
level couples with `c ≥ 0` times the weights of the upper one, the difference of the tails is at
least `1 - c` times the tail of the upper level. -/
theorem unequal_weights_bound {m e : ι → ℝ} {L w1 w2 c : ℝ} (hm : ∀ n, 0 ≤ m n)
    (hs : Summable m) (he : ∀ n, L ≤ e n) (h1 : w1 < L) (h21 : w2 ≤ w1) (hc : 0 ≤ c) :
    (1 - c) * bandTail m e w1 ≤ bandTail m e w1 - bandTail (fun n => c * m n) e w2 := by
  have hscale : bandTail (fun n => c * m n) e w2 = c * bandTail m e w2 := by
    simp only [bandTail, mul_div_assoc, tsum_mul_left]
  rw [hscale]
  have h := mul_nonneg hc (level_difference_bound hm hs he h1 h21).1
  linarith [mul_sub c (bandTail m e w1) (bandTail m e w2),
    sub_mul 1 c (bandTail m e w1)]

end

end GWBandConvergence
```

```lean
#print axioms GWBandConvergence.level_difference_bound
#print axioms GWBandConvergence.level_difference_eq_iff
#print axioms GWBandConvergence.difference_converges_faster
#print axioms GWBandConvergence.unequal_weights_bound
```

```
'GWBandConvergence.level_difference_bound' depends on axioms: [propext, Classical.choice, Quot.sound]
'GWBandConvergence.level_difference_eq_iff' depends on axioms: [propext, Classical.choice, Quot.sound]
'GWBandConvergence.difference_converges_faster' depends on axioms: [propext, Classical.choice, Quot.sound]
'GWBandConvergence.unequal_weights_bound' depends on axioms: [propext, Classical.choice, Quot.sound]
```

## A truncated sum over empty states in numbers

A sum-over-states GW calculation evaluates terms \(|M|^2/(w-\varepsilon_n-\Omega)\) for the valence edge \(w_2\) and the conduction edge \(w_1\), where \(M\) is a matrix element, \(\varepsilon_n\) an empty-state energy and \(\Omega\) an excitation energy. Stopping at a finite number of bands leaves out terms that all have \(\varepsilon_n+\Omega\ge L\), where \(L\) is the lowest value of \(\varepsilon_n+\Omega\) among the omitted bands.

Take as illustrative values \(w_1-w_2=5\) eV, \(L-w_2=100\) eV and \(T(w_1)=0.2\) eV. With equal weights, the omitted terms change the gap by at most \(0.2\times5/100=0.01\) eV. If the valence edge couples with \(0.9\) times the weights of the conduction edge, they change it by at least \(0.1\times0.2=0.02\) eV. The matrix elements of the two edges generally differ, so equal weights are an approximation. The model also leaves aside band truncation in the screening itself and the feedback of the shifts on the level energies.
